# The configuration t₂³ in tetrahedral symmetry has the terms ²E, ²T₂, ²T₁ and ⁴A₂

An ion at the centre of a tetrahedron has three electrons in a threefold degenerate t₂ shell, and the Pauli principle allows them 20 independent states. If spin-orbit coupling is neglected, which orbital symmetries occur among these states, and with which total spin?

In Lean 4 with Mathlib:

```lean
import Mathlib

open Finset Equiv

namespace TetrahedralT2Cubed

/-- Character of the orbital triplet T2: the number of tetrahedron vertices fixed by `g`, minus one. -/
def chiT2 (g : Perm (Fin 4)) : ℤ :=
  ((univ.filter fun i => g i = i).card : ℤ) - 1

/-- The pairings of the four vertices, each written as the permutation that swaps partners. -/
def pairings : Finset (Perm (Fin 4)) :=
  univ.filter fun p => p * p = 1 ∧ ∀ i, p i ≠ i

/-- Character of the orbital doublet E: the number of pairings fixed by `g`, minus one.
A pairing is fixed when `g` commutes with the swap of partners. -/
def chiE (g : Perm (Fin 4)) : ℤ :=
  ((pairings.filter fun p => g * p = p * g).card : ℤ) - 1

/-- Character of the orbital singlet A2: the sign of the vertex permutation. -/
def chiA2 (g : Perm (Fin 4)) : ℤ := ((Perm.sign g : ℤˣ) : ℤ)

/-- Character of the orbital triplet T1: the sign times the character of T2. -/
def chiT1 (g : Perm (Fin 4)) : ℤ := chiA2 g * chiT2 g

/-- Character of the antisymmetric cube, from the characters `p₁, p₂, p₃` of an operation,
its square and its cube. -/
noncomputable def altCube (p₁ p₂ p₃ : ℝ) : ℝ := (p₁ ^ 3 - 3 * p₁ * p₂ + 2 * p₃) / 6

/-- Character of one of the two equivalent mixed-symmetry parts of the cube, from the characters
`p₁, p₃` of an operation and its cube. -/
noncomputable def mixedCube (p₁ p₃ : ℝ) : ℝ := (p₁ ^ 3 - p₃) / 3

/-- Character of a spin doublet under a rotation by the angle `θ`. -/
noncomputable def spinDoublet (θ : ℝ) : ℝ := 2 * Real.cos (θ / 2)

/-- Character of a spin quartet under a rotation by the angle `θ`. -/
noncomputable def spinQuartet (θ : ℝ) : ℝ :=
  2 * Real.cos (θ / 2) + 2 * Real.cos (3 * θ / 2)

/-- For a 3 × 3 matrix acting on three orbitals, the antisymmetric-cube formula applied to the
traces of its powers gives its determinant. -/
theorem altCube_trace_eq_det (M : Matrix (Fin 3) (Fin 3) ℝ) :
    altCube M.trace (M * M).trace (M * M * M).trace = M.det := by
  simp only [altCube, Matrix.trace, Matrix.diag_apply, Matrix.mul_apply,
    Fin.sum_univ_three, Matrix.det_fin_three]
  ring

/-- In characters, the antisymmetric cube of orbital times spin one half is the sum of the mixed
orbital cube with a spin doublet and the antisymmetric orbital cube with a spin quartet. -/
theorem altCube_orbital_spin (p₁ p₂ p₃ θ : ℝ) :
    altCube (p₁ * spinDoublet θ) (p₂ * spinDoublet (2 * θ)) (p₃ * spinDoublet (3 * θ))
      = mixedCube p₁ p₃ * spinDoublet θ + altCube p₁ p₂ p₃ * spinQuartet θ := by
  -- express every spin character through the half angle
  have h2 : Real.cos (2 * θ / 2) = 2 * Real.cos (θ / 2) ^ 2 - 1 := by
    rw [← Real.cos_two_mul]
    congr 1
    ring
  have h3 : Real.cos (3 * θ / 2) = 4 * Real.cos (θ / 2) ^ 3 - 3 * Real.cos (θ / 2) := by
    rw [← Real.cos_three_mul]
    congr 1
    ring
  simp only [altCube, mixedCube, spinDoublet, spinQuartet]
  rw [h2, h3]
  ring

/-- The mixed-symmetry cube of T2 has the character E + T2 + T1. -/
theorem mixedCube_T2 (g : Perm (Fin 4)) :
    mixedCube (chiT2 g) (chiT2 (g ^ 3)) = chiE g + chiT2 g + chiT1 g := by
  -- the integer identity is checked on all 24 permutations
  have key : ∀ g : Perm (Fin 4),
      chiT2 g ^ 3 - chiT2 (g ^ 3) = 3 * (chiE g + chiT2 g + chiT1 g) := by
    decide +kernel
  have h : (chiT2 g : ℝ) ^ 3 - (chiT2 (g ^ 3) : ℝ)
      = 3 * ((chiE g : ℝ) + chiT2 g + chiT1 g) := by
    exact_mod_cast key g
  unfold mixedCube
  linarith

/-- The antisymmetric cube of T2 has the character A2. -/
theorem altCube_T2 (g : Perm (Fin 4)) :
    altCube (chiT2 g) (chiT2 (g ^ 2)) (chiT2 (g ^ 3)) = chiA2 g := by
  -- again an integer identity on all 24 permutations
  have key : ∀ g : Perm (Fin 4),
      chiT2 g ^ 3 - 3 * chiT2 g * chiT2 (g ^ 2) + 2 * chiT2 (g ^ 3) = 6 * chiA2 g := by
    decide +kernel
  have h : (chiT2 g : ℝ) ^ 3 - 3 * (chiT2 g : ℝ) * (chiT2 (g ^ 2) : ℝ)
      + 2 * (chiT2 (g ^ 3) : ℝ) = 6 * (chiA2 g : ℝ) := by
    exact_mod_cast key g
  unfold altCube
  linarith

/-- Terms of the configuration t2 cubed: under a vertex permutation `g` and a spin rotation by
`θ`, the antisymmetric three-electron character is that of ²E + ²T2 + ²T1 + ⁴A2. -/
theorem t2_cubed_terms (g : Perm (Fin 4)) (θ : ℝ) :
    altCube (chiT2 g * spinDoublet θ) (chiT2 (g ^ 2) * spinDoublet (2 * θ))
        (chiT2 (g ^ 3) * spinDoublet (3 * θ))
      = (chiE g + chiT2 g + chiT1 g) * spinDoublet θ + chiA2 g * spinQuartet θ := by
  -- separate spin from orbital motion, then insert the two orbital characters
  rw [altCube_orbital_spin, mixedCube_T2, altCube_T2]

/-- The characters E, T2, T1 and A2 each have square sum 24, the order of the group. -/
theorem term_characters_normalized :
    ∑ g, chiE g ^ 2 = 24 ∧ ∑ g, chiT2 g ^ 2 = 24 ∧
    ∑ g, chiT1 g ^ 2 = 24 ∧ ∑ g, chiA2 g ^ 2 = 24 := by
  decide +kernel

/-- The characters E, T2, T1 and A2 are pairwise orthogonal over the group. -/
theorem term_characters_orthogonal :
    ∑ g, chiE g * chiT2 g = 0 ∧ ∑ g, chiE g * chiT1 g = 0 ∧
    ∑ g, chiE g * chiA2 g = 0 ∧ ∑ g, chiT2 g * chiT1 g = 0 ∧
    ∑ g, chiT2 g * chiA2 g = 0 ∧ ∑ g, chiT1 g * chiA2 g = 0 := by
  decide +kernel

end TetrahedralT2Cubed
```

```lean
#print axioms TetrahedralT2Cubed.altCube_trace_eq_det
-- 'TetrahedralT2Cubed.altCube_trace_eq_det' depends on axioms: [propext, Classical.choice, Quot.sound]
#print axioms TetrahedralT2Cubed.t2_cubed_terms
-- 'TetrahedralT2Cubed.t2_cubed_terms' depends on axioms: [propext, Classical.choice, Quot.sound]
#print axioms TetrahedralT2Cubed.term_characters_normalized
-- 'TetrahedralT2Cubed.term_characters_normalized' depends on axioms: [propext, Classical.choice, Quot.sound]
#print axioms TetrahedralT2Cubed.term_characters_orthogonal
-- 'TetrahedralT2Cubed.term_characters_orthogonal' depends on axioms: [propext, Classical.choice, Quot.sound]
```

## Symmetry operations as permutations of four vertices

Every symmetry of the regular tetrahedron, reflections included, permutes its vertices, and all 24 permutations occur. The type `Perm (Fin 4)` is therefore the full tetrahedral group, with the vertices labelled 0 to 3. Four integer functions on it serve as orbital characters.

- `chiT2 g` is the number of fixed vertices minus 1. One function on each vertex gives a four-dimensional representation whose character counts fixed vertices. Removing the totally symmetric sum leaves T₂.
- `chiE g` is the number of fixed pairings minus 1. The vertices can be paired in three ways, and `pairings` stores each as the permutation $p$ that swaps partners, so $p^2=1$ and $p$ has no fixed point. The operation $g$ carries $p$ to $gpg^{-1}$, so the pairing is fixed exactly when $gp=pg$.
- `chiA2 g` is the sign of the permutation, and `chiT1 g` is the sign times `chiT2 g`.

Spin enters through an angle $\theta$. A rotation by $\theta$ has the character $2\cos(\theta/2)$ on a spin doublet and $2\cos(\theta/2)+2\cos(3\theta/2)$ on a quartet, whatever the axis.

The main theorem, `t2_cubed_terms`, says that for every permutation $g$ and every real $\theta$ the antisymmetric three-electron character equals

$$(\chi_E+\chi_{T_2}+\chi_{T_1})(g)\cdot 2\cos\tfrac{\theta}{2}+\chi_{A_2}(g)\left(2\cos\tfrac{\theta}{2}+2\cos\tfrac{3\theta}{2}\right).$$

The first product describes the three doublet terms, the second the quartet. The dimensions agree: $(2+3+3)\cdot 2+1\cdot 4=20$.

That $g$ and $\theta$ vary independently expresses the neglect of spin-orbit coupling: orbital and spin motion are separate symmetries. The theorems are identities between characters; the representation spaces behind them are supplied by the argument in this text. In electronic-structure work the result gives the symmetry labels of the states of an isolated t₂³ shell without spin-orbit coupling, but neither their energies nor their order.

## Characters of three antisymmetrised electrons

Let an operation act on one-electron states with eigenvalues $x_i$, and put $p_k=\sum_i x_i^k$, the character of its $k$-th power. On antisymmetric three-electron states the character is $e_3=\sum_{i<j<k}x_ix_jx_k$. With $S=\sum_{i\ne j}x_i^2x_j$,

$$p_1^3=6e_3+3S+p_3,\qquad p_1p_2=S+p_3,$$

and eliminating $S$ gives the formula in `altCube`:

$$e_3=\frac{p_1^3-3p_1p_2+2p_3}{6}.$$

The symmetric cube has the same formula with $+3p_1p_2$. The full cube $p_1^3$ consists of the symmetric part, the antisymmetric part and two copies of the mixed-symmetry part, whose character is therefore

$$\frac12\left(p_1^3-\frac{2p_1^3+4p_3}{6}\right)=\frac{p_1^3-p_3}{3}.$$

This is `mixedCube`.

For three orbitals there is only one product in $e_3$, namely $x_0x_1x_2$, the determinant. The theorem `altCube_trace_eq_det` states this for every real 3 × 3 matrix, and its proof expands both sides in the nine entries. The size matters: for the 2 × 2 identity matrix all three traces are 2, so the formula gives $(8-12+4)/6=0$, while the determinant is 1.

## Separating spin from orbital motion

The character of a spin orbital is the product of its orbital and spin characters. Squaring and cubing the operation changes the angle to $2\theta$ and $3\theta$. Write $s=2\cos(\theta/2)$. The double and triple angle formulas give

$$2\cos\theta=s^2-2,\qquad 2\cos\tfrac{3\theta}{2}=s^3-3s,$$

so the quartet character is $s^3-2s$. Let $p_1,p_2,p_3$ now be the orbital characters, and let $A$ and $M$ be their antisymmetric and mixed cubes. The antisymmetric cube of the products is

$$\frac{p_1^3s^3-3p_1p_2\,s(s^2-2)+2p_3(s^3-3s)}{6}=As^3+(p_1p_2-p_3)s.$$

Since $M-2A=p_1p_2-p_3$, this equals $Ms+A(s^3-2s)$: the mixed orbital part goes with the doublet, the antisymmetric orbital part with the quartet.

This is `altCube_orbital_spin`, which holds for arbitrary real $p_1,p_2,p_3$ and $\theta$. In its proof, `h2` and `h3` are the two angle formulas, and `ring` does the remaining algebra.

## The two orbital cubes, class by class

It remains to insert the T₂ character. The permutations fall into five classes, and one representative of each suffices by hand.

| $g$ | number | $\chi_{T_2}(g)$ | $\chi_{T_2}(g^2)$ | $\chi_{T_2}(g^3)$ | $\chi_E$ | $\chi_{T_1}$ | $\chi_{A_2}$ | $M$ | $A$ |
|---|---|---|---|---|---|---|---|---|---|
| identity | 1 | 3 | 3 | 3 | 2 | 3 | 1 | 8 | 1 |
| (0 1) | 6 | 1 | 3 | 1 | 0 | −1 | −1 | 0 | −1 |
| (0 1)(2 3) | 3 | −1 | 3 | −1 | 2 | −1 | 1 | 0 | 1 |
| (0 1 2) | 8 | 0 | 0 | 3 | −1 | 0 | 1 | −1 | 1 |
| (0 1 2 3) | 6 | −1 | −1 | −1 | 0 | 1 | −1 | 0 | −1 |

In every row $M=\chi_E+\chi_{T_2}+\chi_{T_1}$ and $A=\chi_{A_2}$. These are `mixedCube_T2` and `altCube_T2`.

Their proofs first clear the denominators 3 and 6. The resulting integer identity, `key`, is checked by `decide +kernel` on all 24 permutations, without using classes. It is then carried over to the real numbers, where `linarith` restores the division. The main theorem follows by three rewrites: separate the spin, then insert the two orbital characters.

As a numerical instance, take $g=(0\,1\,2)$, a rotation by 120°, and $\theta=2\pi/3$. The orbital characters of $g,g^2,g^3$ are $0,0,3$, and the spin characters are $1,-1,-2$. The products are $0,0,-6$, so the antisymmetric cube is $2\cdot(-6)/6=-2$. On the other side, the doublet contributes $(-1)\cdot 1$ and the quartet $1\cdot(1-2)$, which also add up to $-2$.

## Four distinct irreducible symmetries

A sum of characters yields a list of terms only if its summands are irreducible. For a real-valued character, as all four are here, this means that its square averages to 1 over the group. The theorem `term_characters_normalized` gives the sum of squares as 24 in each of the four cases; for E, the table gives $4+3\cdot4+8\cdot1=24$. The theorem `term_characters_orthogonal` shows that all six mixed sums vanish, so the four symmetries are different. For T₂ and T₁ the sum is $9-6+3+0-6=0$. Both theorems are again evaluated over the whole group by `decide +kernel`.

Each of E, T₂ and T₁ thus occurs once with spin one half, and A₂ once with spin three halves.
